# For H ≤ 0, the Mauri-Galli-Car energy of any k orbitals is at least the sum of the k lowest eigenvalues

When levels are degenerate, "the k lowest eigenstates" need not be a unique set. The formal statement accepts any set `o` of k eigenvalue indices such that no eigenvalue inside `o` exceeds one outside it. Every such set gives the same sum, and its existence already implies that k is at most the dimension n.

The Hamiltonian H is a real symmetric matrix in a finite orthonormal basis, and H ≤ 0 means that xᵀHx ≤ 0 for every vector x, so that no eigenvalue is positive. The columns of C are k orbitals, which may overlap, have any length or vanish. In Lean, `n` and `k` are the finite index types of basis states and orbitals, and the number k is `Fintype.card k`.

```lean
import Mathlib

open Matrix

namespace MauriGalliCar

noncomputable section

variable {n k : Type*} [Fintype n] [DecidableEq n] [Fintype k] [DecidableEq k]
```

With the overlap matrix S = CᵀC, the energy is

E(C) = tr((2 − S) CᵀHC).

For orthonormal orbitals S = 1, and this is the usual band energy tr(CᵀHC), with one electron per orbital.

```lean
/-- The Mauri-Galli-Car energy `tr((2 - CᵀC) CᵀHC)` of the orbitals in the columns of `C`. -/
def energy (H : Matrix n n ℝ) (C : Matrix n k ℝ) : ℝ :=
  trace (((2 : ℝ) • (1 : Matrix k k ℝ) - Cᵀ * C) * (Cᵀ * H * C))
```

## Occupations without orthonormality

Let P = CCᵀ and define

ρ = 2P − P².

```lean
/-- The density matrix `2P - P²` with `P = CCᵀ`. -/
def density (C : Matrix n k ℝ) : Matrix n n ℝ :=
  (2 : ℝ) • (C * Cᵀ) - C * Cᵀ * (C * Cᵀ)
```

Cyclicity of the trace gives tr(CᵀHC) = tr(HP) and tr(CᵀC CᵀHC) = tr(HP²), which are `h1` and `h2` below. Hence

E(C) = 2 tr(HP) − tr(HP²) = tr(Hρ).

```lean
omit [DecidableEq n] in
/-- The energy is the trace of the Hamiltonian with the density matrix `2P - P²`. -/
theorem energy_eq_trace_density (H : Matrix n n ℝ) (C : Matrix n k ℝ) :
    energy H C = trace (H * density C) := by
  have h1 : trace (Cᵀ * H * C) = trace (H * (C * Cᵀ)) := by
    rw [Matrix.mul_assoc, Matrix.trace_mul_comm, Matrix.mul_assoc]
  have h2 : trace (Cᵀ * C * (Cᵀ * H * C)) = trace (H * (C * Cᵀ * (C * Cᵀ))) := by
    calc _ = trace ((Cᵀ * C * Cᵀ) * (H * C)) := by simp only [Matrix.mul_assoc]
      _ = trace ((H * C) * (Cᵀ * C * Cᵀ)) := Matrix.trace_mul_comm _ _
      _ = _ := by simp only [Matrix.mul_assoc]
  simp only [energy, density, Matrix.sub_mul, Matrix.mul_sub, Matrix.smul_mul,
    Matrix.mul_smul, Matrix.one_mul, Matrix.trace_sub, Matrix.trace_smul, h1, h2]
```

Since P is symmetric, (P²)_ii = Σ_j P_ij², so the occupation of basis state i is

ρ_ii = 2P_ii − Σ_j P_ij².

```lean
omit [DecidableEq n] [DecidableEq k] in
/-- The occupation of basis state `i` is `2 P_ii` minus the sum over `j` of `P_ij²`. -/
theorem occupation_eq (C : Matrix n k ℝ) (i : n) :
    density C i i = 2 * (C * Cᵀ) i i - ∑ j, ((C * Cᵀ) i j) ^ 2 := by
  have hs : ∀ j, (C * Cᵀ) j i = (C * Cᵀ) i j := fun j => by
    simp [Matrix.mul_apply, mul_comm]
  have h : (C * Cᵀ * (C * Cᵀ)) i i = ∑ j, ((C * Cᵀ) i j) ^ 2 := by
    rw [Matrix.mul_apply]
    refine Finset.sum_congr rfl fun j _ => ?_
    rw [hs j]
    ring
  simp only [density, Matrix.sub_apply, Matrix.smul_apply, smul_eq_mul, h]
```

Keeping only the term j = i of the sum gives

ρ_ii ≤ 2P_ii − P_ii² = 1 − (1 − P_ii)² ≤ 1.

```lean
omit [DecidableEq n] [DecidableEq k] in
/-- No basis state is occupied more than once, whatever the orbitals. -/
theorem occupation_le_one (C : Matrix n k ℝ) (i : n) : density C i i ≤ 1 := by
  have h := Finset.single_le_sum (f := fun j => ((C * Cᵀ) i j) ^ 2)
    (fun j _ => sq_nonneg _) (Finset.mem_univ i)
  rw [occupation_eq]
  nlinarith [sq_nonneg ((C * Cᵀ) i i - 1)]
```

Occupations can be negative, so the filling argument needs a bound on their sum over every set s of basis states. Let Y be C with the rows outside s set to zero. Then YYᵀ agrees with P when both indices lie in s and vanishes otherwise (`hP`). For i in s, truncation only removes squares that are subtracted, so ρ(C)_ii ≤ ρ(Y)_ii; for i outside s, ρ(Y)_ii = 0. With T = YᵀY,

Σ_{i∈s} ρ(C)_ii ≤ tr ρ(Y) = tr((2 − T)T) = k − tr((1 − T)²) ≤ k.

The last inequality is `key`: for symmetric T, tr((1 − T)²) is a sum of squares. The first equality is the previous trace identity with H = 1.

```lean
/-- The occupations of any set of basis states add up to at most the number of orbitals. -/
theorem sum_occupation_le (C : Matrix n k ℝ) (s : Finset n) :
    ∑ i ∈ s, density C i i ≤ Fintype.card k := by
  -- for a symmetric overlap `T`, `tr((1 - T)²) ≥ 0`
  have key : ∀ T : Matrix k k ℝ, Tᵀ = T →
      trace (((2 : ℝ) • (1 : Matrix k k ℝ) - T) * T) ≤ Fintype.card k := by
    intro T hT
    have h0 : 0 ≤ trace ((1 - T) * (1 - T)ᵀ) := by
      refine Finset.sum_nonneg fun i _ => ?_
      rw [Matrix.diag_apply, Matrix.mul_apply]
      exact Finset.sum_nonneg fun j _ => mul_self_nonneg ((1 - T) i j)
    have h1 : (1 - T) * (1 - T)ᵀ = 1 - ((2 : ℝ) • (1 : Matrix k k ℝ) - T) * T := by
      rw [Matrix.transpose_sub, Matrix.transpose_one, hT]
      simp only [Matrix.sub_mul, Matrix.mul_sub, Matrix.smul_mul, Matrix.one_mul,
        Matrix.mul_one]
      module
    rw [h1, Matrix.trace_sub, Matrix.trace_one] at h0
    linarith
  -- truncate the orbitals to the chosen basis states
  obtain ⟨Y, hY⟩ : ∃ Y : Matrix n k ℝ, ∀ i j, Y i j = if i ∈ s then C i j else 0 :=
    ⟨fun i j => if i ∈ s then C i j else 0, fun _ _ => rfl⟩
  have hP : ∀ i j, (Y * Yᵀ) i j =
      if i ∈ s then (if j ∈ s then (C * Cᵀ) i j else 0) else 0 := by
    intro i j
    by_cases hi : i ∈ s <;> by_cases hj : j ∈ s <;> simp [Matrix.mul_apply, hY, hi, hj]
  have htr : trace (density Y) ≤ Fintype.card k := by
    have h := key (Yᵀ * Y) (by rw [Matrix.transpose_mul, Matrix.transpose_transpose])
    have h' := energy_eq_trace_density 1 Y
    rw [Matrix.one_mul] at h'
    rw [← h']
    simpa only [energy, Matrix.mul_one] using h
  refine le_trans ?_ htr
  calc ∑ i ∈ s, density C i i = ∑ i, if i ∈ s then density C i i else 0 := by simp
    _ ≤ ∑ i, density Y i i := by
      refine Finset.sum_le_sum fun i _ => ?_
      by_cases hi : i ∈ s
      · have hle : ∑ j, ((Y * Yᵀ) i j) ^ 2 ≤ ∑ j, ((C * Cᵀ) i j) ^ 2 := by
          refine Finset.sum_le_sum fun j _ => ?_
          by_cases hj : j ∈ s
          · exact le_of_eq (by rw [hP, if_pos hi, if_pos hj])
          · rw [hP, if_pos hi, if_neg hj]
            nlinarith [sq_nonneg ((C * Cᵀ) i j)]
        have hii : (Y * Yᵀ) i i = (C * Cᵀ) i i := by rw [hP, if_pos hi, if_pos hi]
        rw [if_pos hi, occupation_eq, occupation_eq, hii]
        linarith
      · rw [if_neg hi, occupation_eq]
        simp only [hP, if_neg hi]
        simp
```

## Filling levels up to μ ≤ 0

Now take levels e_i ≤ 0 and occupations m_i that obey the two bounds just found. Bounding only the total occupation by k would be a mistake. With k = 1, levels (−1, −1, 0) and numbers (1, 1, −1), each number is at most one and the total is 1, yet the energy is −2, below the lowest level. The bound on subsets excludes this: applied to the states with m_i > 0, it gives Σ_i m_i⁺ ≤ k, where m_i⁺ = max(m_i, 0). This is `hp`.

Choose a Fermi level μ ≤ 0 with e_i ≤ μ inside `o` and μ ≤ e_i outside, and let χ_i be 1 inside `o` and 0 outside. Since e_i ≤ 0 and m_i ≤ m_i⁺,

e_i m_i ≥ e_i m_i⁺ ≥ χ_i e_i + μ(m_i⁺ − χ_i).

The second inequality says (e_i − μ)(m_i⁺ − χ_i) ≥ 0. Inside `o` both factors are at most zero, and outside both are at least zero. This is `ht`, where `nlinarith` combines the products `h1` and `h2`. Summing over i,

Σ_i e_i m_i ≥ Σ_{i∈o} e_i + μ(Σ_i m_i⁺ − k) ≥ Σ_{i∈o} e_i,

because μ and the bracket are both at most zero.

```lean
/-- Filling principle: for levels `e ≤ 0` and occupations at most one, whose sum over every set
of levels is at most the size of `o`, the energy is at least that of filling the lowest levels `o`. -/
theorem filling_bound {e m : n → ℝ} {o : Finset n} (he : ∀ i, e i ≤ 0)
    (ho : ∀ i ∈ o, ∀ a ∉ o, e i ≤ e a) (hm : ∀ i, m i ≤ 1)
    (hs : ∀ s : Finset n, ∑ i ∈ s, m i ≤ o.card) :
    ∑ i ∈ o, e i ≤ ∑ i, e i * m i := by
  -- a Fermi level `μ ≤ 0` separates `o` from the rest
  obtain ⟨μ, hμ, hin, hout⟩ : ∃ μ : ℝ, μ ≤ 0 ∧ (∀ i ∈ o, e i ≤ μ) ∧ ∀ a ∉ o, μ ≤ e a := by
    rcases o.eq_empty_or_nonempty with h | h
    · obtain ⟨b, hb⟩ := (Set.finite_range e).bddBelow
      exact ⟨min b 0, min_le_right _ _, by simp [h],
        fun a _ => (min_le_left _ _).trans (hb ⟨a, rfl⟩)⟩
    · obtain ⟨i, hi, hmax⟩ := o.exists_max_image e h
      exact ⟨e i, he i, hmax, ho i hi⟩
  have hp : ∑ i, max (m i) 0 ≤ o.card := by
    refine le_trans (le_of_eq ?_) (hs (Finset.univ.filter fun i => 0 < m i))
    rw [Finset.sum_filter]
    refine Finset.sum_congr rfl fun i _ => ?_
    by_cases h : 0 < m i
    · rw [if_pos h, max_eq_left h.le]
    · rw [if_neg h, max_eq_right (not_lt.mp h)]
  have ht : ∀ i, (if i ∈ o then e i else 0) +
      μ * (max (m i) 0 - if i ∈ o then 1 else 0) ≤ e i * m i := by
    intro i
    have h1 := mul_nonneg (neg_nonneg.mpr (he i)) (sub_nonneg.mpr (le_max_left (m i) 0))
    by_cases hi : i ∈ o
    · have h2 := mul_nonneg (sub_nonneg.mpr (hin i hi))
        (sub_nonneg.mpr (max_le (hm i) zero_le_one))
      rw [if_pos hi, if_pos hi]
      nlinarith
    · have h2 := mul_nonneg (sub_nonneg.mpr (hout i hi)) (le_max_right (m i) 0)
      rw [if_neg hi, if_neg hi]
      nlinarith
  have h := Finset.sum_le_sum fun i (_ : i ∈ Finset.univ) => ht i
  have a1 : ∑ i, (if i ∈ o then e i else 0) = ∑ i ∈ o, e i := by simp
  have a2 : ∑ i, (if i ∈ o then (1 : ℝ) else 0) = o.card := by simp
  rw [Finset.sum_add_distrib, ← Finset.mul_sum, Finset.sum_sub_distrib, a1, a2] at h
  nlinarith [mul_nonneg (neg_nonneg.mpr hμ) (sub_nonneg.mpr hp)]
```

## The bound in the eigenbasis

Let the columns of V be orthonormal eigenvectors of H, and let D be the diagonal matrix of eigenvalues:

VᵀV = 1, HV = VD.

```lean
/-- A real symmetric Hamiltonian has an orthogonal matrix of eigenvectors. -/
theorem exists_eigenbasis {H : Matrix n n ℝ} (hH : H.IsHermitian) :
    ∃ V : Matrix n n ℝ, Vᵀ * V = 1 ∧ H * V = V * diagonal hH.eigenvalues := by
  obtain ⟨V, hV⟩ : ∃ V : Matrix n n ℝ, ∀ a i, V a i = (hH.eigenvectorBasis i).ofLp a :=
    ⟨Matrix.of fun a i => (hH.eigenvectorBasis i).ofLp a, fun _ _ => rfl⟩
  refine ⟨V, ?_, ?_⟩
  · ext i j
    have h := orthonormal_iff_ite.mp hH.eigenvectorBasis.orthonormal i j
    rw [Matrix.mul_apply, Matrix.one_apply, ← h, PiLp.inner_apply]
    refine Finset.sum_congr rfl fun a _ => ?_
    rw [Matrix.transpose_apply, hV, hV]
    simp [mul_comm]
  · ext a i
    have h := congrFun (hH.mulVec_eigenvectorBasis i) a
    rw [Matrix.mul_diagonal, Matrix.mul_apply]
    simp only [hV]
    rw [mul_comm ((hH.eigenvectorBasis i).ofLp a)]
    exact h
```

Set W = VᵀC. Since VVᵀ = 1 as well, WᵀW = CᵀC and WᵀDW = CᵀHC, so

E_H(C) = E_D(W).

```lean
/-- The energy is unchanged when Hamiltonian and orbitals are both expressed in another
orthonormal basis `V`. -/
theorem energy_change_basis {H V D : Matrix n n ℝ} (hV : Vᵀ * V = 1) (hHV : H * V = V * D)
    (C : Matrix n k ℝ) : energy H C = energy D (Vᵀ * C) := by
  have hVV : V * Vᵀ = 1 := mul_eq_one_comm.mp hV
  have hD : H = V * D * Vᵀ := by rw [← hHV, Matrix.mul_assoc, hVV, Matrix.mul_one]
  have h1 : (Vᵀ * C)ᵀ * (Vᵀ * C) = Cᵀ * C := by
    rw [Matrix.transpose_mul, Matrix.transpose_transpose, Matrix.mul_assoc,
      ← Matrix.mul_assoc V, hVV, Matrix.one_mul]
  have h2 : (Vᵀ * C)ᵀ * D * (Vᵀ * C) = Cᵀ * H * C := by
    rw [hD]
    simp only [Matrix.transpose_mul, Matrix.transpose_transpose, Matrix.mul_assoc]
  rw [energy, energy, h1, h2]
```

In this basis the energy is Σ_i e_i ρ(W)_ii, where e_i is `hH.eigenvalues i`. The hypothesis `hneg` says that xᵀHx ≤ 0 for every x; applied to column i of V, it gives e_i ≤ 0. Physically, the zero of energy lies at or above the top of the spectrum. Replacing H by H − η with a large enough constant η > 0 arranges this. It subtracts η tr((2 − S)S) from E(C), which equals kη only for orthonormal orbitals. The shifted energy plus kη is therefore a different functional of C, and it is this one that is bounded below by the sum of the k lowest eigenvalues of the original H. The two occupation bounds for W now feed the filling principle:

E(C) ≥ Σ_{i∈o} e_i.

In `sum_lowest_le_energy`, `hH` states that H is symmetric, while `hcard` and `ho` say that `o` contains k lowest levels. Nothing is assumed about `C`.

```lean
/-- Mauri-Galli-Car bound: for a symmetric Hamiltonian without positive expectation values, the
energy of any `k` orbitals, orthonormal or not, is at least the sum of the `k` lowest eigenvalues. -/
theorem sum_lowest_le_energy {H : Matrix n n ℝ} (hH : H.IsHermitian)
    (hneg : ∀ x : n → ℝ, x ⬝ᵥ H *ᵥ x ≤ 0) (o : Finset n) (hcard : o.card = Fintype.card k)
    (ho : ∀ i ∈ o, ∀ a ∉ o, hH.eigenvalues i ≤ hH.eigenvalues a) (C : Matrix n k ℝ) :
    ∑ i ∈ o, hH.eigenvalues i ≤ energy H C := by
  obtain ⟨V, hV, hHV⟩ := exists_eigenbasis hH
  have he : ∀ i, hH.eigenvalues i ≤ 0 := by
    intro i
    have h1 : (Vᵀ * (H * V)) i i = hH.eigenvalues i := by
      rw [hHV, ← Matrix.mul_assoc, hV, Matrix.one_mul, Matrix.diagonal_apply_eq]
    rw [← h1]
    exact hneg fun a => V a i
  rw [energy_change_basis hV hHV, energy_eq_trace_density]
  simp only [Matrix.trace, Matrix.diag_apply, Matrix.diagonal_mul]
  refine filling_bound he ho (occupation_le_one _) fun s => ?_
  rw [hcard]
  exact sum_occupation_le _ s
```

For a non-interacting Hamiltonian in a finite orthonormal basis, shifted if necessary so that H ≤ 0, this is why an unconstrained minimisation can replace explicit orthogonalisation without falling below the sum of the k lowest eigenvalues of the shifted H. The bound also holds for orbitals confined to localisation regions, although such orbitals may be unable to reach it. It says nothing about local minima or the convergence of a minimiser.

## Attainment, and failure for a positive expectation value

Put the eigenvectors with indices in `o` into the columns of C. Then CᵀC = 1, and

E(C) = tr(CᵀHC) = Σ_{i∈o} e_i.

In Lean, `σ` matches orbitals to the elements of `o`. This works for any k indices and needs no sign condition; for a lowest set, it shows that the bound is attained.

```lean
/-- For any choice of `k` eigenvalues of a symmetric Hamiltonian, some orthonormal orbitals
have their sum as energy. -/
theorem exists_energy_eq {H : Matrix n n ℝ} (hH : H.IsHermitian) (o : Finset n)
    (hcard : o.card = Fintype.card k) :
    ∃ C : Matrix n k ℝ, Cᵀ * C = 1 ∧ energy H C = ∑ i ∈ o, hH.eigenvalues i := by
  obtain ⟨V, hV, hHV⟩ := exists_eigenbasis hH
  have σ : k ≃ o := Fintype.equivOfCardEq (by simp [hcard])
  have hC : (V.submatrix id fun j => (σ j : n))ᵀ * (V.submatrix id fun j => (σ j : n)) = 1 := by
    ext a b
    change (Vᵀ * V) (σ a) (σ b) = _
    rw [hV]
    simp [Matrix.one_apply]
  refine ⟨V.submatrix id fun j => (σ j : n), hC, ?_⟩
  have h1 : (2 : ℝ) • (1 : Matrix k k ℝ) - 1 = 1 := by module
  rw [energy, hC, h1, Matrix.one_mul, ← Finset.sum_coe_sort o,
    ← Equiv.sum_comp σ (fun x : o => hH.eigenvalues x)]
  refine Finset.sum_congr rfl fun a _ => ?_
  change (Vᵀ * H * V) (σ a) (σ a) = _
  rw [Matrix.mul_assoc, hHV, ← Matrix.mul_assoc, hV, Matrix.one_mul, Matrix.diagonal_apply_eq]
```

Suppose instead that q = xᵀHx > 0 for some x, and let N = xᵀx. Put √u x into one orbital and zero into the others. Then P = u xxᵀ and P² = u²N xxᵀ, so

E(C) = (2u − u²N) q = uq(2 − uN).

For a target value B, choose u = 3/N + |B|/q. Then uN ≥ 3 and uq > |B|, hence

E(C) ≤ −uq < −|B| ≤ B.

With at least one orbital, then, a single positive expectation value makes the energy unbounded below.

```lean
omit [DecidableEq n] in
/-- If some vector has a positive expectation value of `H` and there is at least one orbital,
the energy is unbounded below. -/
theorem energy_unbounded [Nonempty k] {H : Matrix n n ℝ} {x : n → ℝ}
    (hx : 0 < x ⬝ᵥ H *ᵥ x) (B : ℝ) : ∃ C : Matrix n k ℝ, energy H C < B := by
  obtain ⟨j₀⟩ := ‹Nonempty k›
  obtain ⟨N, hN⟩ : ∃ N, N = x ⬝ᵥ x := ⟨_, rfl⟩
  obtain ⟨q, hq⟩ : ∃ q, q = x ⬝ᵥ H *ᵥ x := ⟨_, rfl⟩
  rw [← hq] at hx
  have hNpos : 0 < N := by
    rw [hN]
    refine lt_of_le_of_ne (Finset.sum_nonneg fun i _ => mul_self_nonneg (x i)) fun h => ?_
    have h0 : x = 0 := dotProduct_self_eq_zero.mp h.symm
    rw [hq, h0, zero_dotProduct] at hx
    exact lt_irrefl _ hx
  -- put a long multiple of `x` into one orbital, with squared scale `u`
  obtain ⟨u, hu⟩ : ∃ u, u = 3 / N + |B| / q := ⟨_, rfl⟩
  have hu0 : 0 ≤ u := by rw [hu]; positivity
  obtain ⟨C, hC⟩ : ∃ C : Matrix n k ℝ, ∀ i j, C i j = if j = j₀ then √u * x i else 0 :=
    ⟨fun i j => if j = j₀ then √u * x i else 0, fun _ _ => rfl⟩
  have hP : ∀ i j, (C * Cᵀ) i j = u * (x i * x j) := by
    intro i j
    rw [Matrix.mul_apply, Finset.sum_eq_single j₀]
    · rw [Matrix.transpose_apply, hC, hC, if_pos rfl, if_pos rfl]
      linear_combination (x i * x j) * Real.mul_self_sqrt hu0
    · intro b _ hb
      simp [hC, hb]
    · simp
  have hd : ∀ i j, density C i j = (2 * u - u ^ 2 * N) * (x i * x j) := by
    intro i j
    have h : (C * Cᵀ * (C * Cᵀ)) i j = u ^ 2 * N * (x i * x j) := by
      rw [Matrix.mul_apply, hN, dotProduct, Finset.mul_sum, Finset.sum_mul]
      refine Finset.sum_congr rfl fun l _ => ?_
      rw [hP, hP]
      ring
    simp only [density, Matrix.sub_apply, Matrix.smul_apply, smul_eq_mul, h, hP]
    ring
  have hE : energy H C = (2 * u - u ^ 2 * N) * q := by
    rw [energy_eq_trace_density, hq]
    simp only [Matrix.trace, Matrix.diag_apply, Matrix.mul_apply, hd, dotProduct,
      Matrix.mulVec, Finset.mul_sum]
    refine Finset.sum_congr rfl fun i _ => Finset.sum_congr rfl fun j _ => ?_
    ring
  have h1 : 3 ≤ u * N := by
    have h : u * N = 3 + |B| / q * N := by rw [hu]; field_simp
    have h' : 0 ≤ |B| / q * N := by positivity
    linarith
  have h2 : |B| < u * q := by
    have h : u * q = 3 / N * q + |B| := by rw [hu]; field_simp
    have h' : 0 < 3 / N * q := by positivity
    linarith
  refine ⟨C, ?_⟩
  rw [hE]
  nlinarith [mul_nonneg (mul_nonneg hu0 hx.le) (sub_nonneg.mpr h1), neg_abs_le B]

end

end MauriGalliCar
```

```lean
#print axioms MauriGalliCar.sum_lowest_le_energy
#print axioms MauriGalliCar.exists_energy_eq
#print axioms MauriGalliCar.energy_unbounded
```

```
'MauriGalliCar.sum_lowest_le_energy' depends on axioms: [propext, Classical.choice, Quot.sound]
'MauriGalliCar.exists_energy_eq' depends on axioms: [propext, Classical.choice, Quot.sound]
'MauriGalliCar.energy_unbounded' depends on axioms: [propext, Classical.choice, Quot.sound]
```
